# The leading energy error of a confined, finite-energy spherical unit charge in a neutralizing ball of radius R is −9/(10R)

## A charged shell in a neutralizing ball

Put a unit charge on a thin spherical shell of radius $a$. The enclosed charge is $q(r)=0$ for $r<a$ and $q(r)=1$ for $r\ge a$. In Gaussian units the radial field is $q/r^2$, and the field energy $\frac1{8\pi}\int E^2\,d^3r$ becomes $\frac12\int q^2/r^2\,dr$. For the isolated shell this gives $\frac12\int_a^\infty r^{-2}dr=\frac1{2a}$.

Now subtract a uniform unit ball of radius $R\ge a$, whose enclosed charge is $r^3/R^3$. Expanding $(q-r^3/R^3)^2/r^2$ gives

$$\frac12\int_a^R\frac{dr}{r^2}-\frac1{R^3}\int_a^R r\,dr+\frac1{2R^6}\int_0^R r^4dr
=\frac1{2a}-\frac9{10R}+\frac{a^2}{2R^3}.$$

The coefficient of $1/R$ is $-\frac12-\frac12+\frac1{10}=-\frac9{10}$: the shell's field energy removed beyond $R$, and the parts within $R$ of the interaction with the background and of the background's own field energy. The shell radius enters the error only at order $1/R^3$. The same happens for every spherical unit charge confined within a fixed radius, provided that two interior integrals are finite.

In the PAW method, compensation charges are localized charges whose width is a matter of choice. In this spherical, non-periodic model, that choice leaves the leading cell-size error of a confined monopole charge unchanged.

## Densities, enclosed charges and energies

```lean
import Mathlib

open Real MeasureTheory Filter Topology

namespace CompensationChargeCell

noncomputable section
```

In what follows, a `def` introduces a quantity and a `theorem` states a result. A theorem's hypotheses stand before the first colon that lies outside all brackets, its conclusion after it, and its proof after `:=`.

```lean
/-- Density of a unit charge spread uniformly over a ball of radius `a > 0`,
as a function of the distance `s ≥ 0` from the centre. -/
def ballDensity (a s : ℝ) : ℝ := if s ≤ a then 3 / (4 * π * a ^ 3) else 0
```

`ballDensity a s` is the density $\rho_a(s)$ at distance $s$ from the centre: $3/(4\pi a^3)$ for $s\le a$, and zero beyond.

```lean
/-- Charge of the uniform unit ball of radius `a > 0` enclosed in the sphere of radius `r ≥ 0`. -/
def ballCharge (a r : ℝ) : ℝ := ∫ s in (0 : ℝ)..r, 4 * π * s ^ 2 * ballDensity a s
```

`ballCharge a r` is the enclosed charge $Q_a(r)=\int_0^r4\pi s^2\rho_a(s)\,ds$. It is defined from the density, so its closed form has to be proved.

```lean
/-- Field energy (Gaussian units), if finite, in all space of a spherical charge with enclosed
charge `q r`, `r > 0`. -/
def isolatedEnergy (q : ℝ → ℝ) : ℝ := 1 / 2 * ∫ r in Set.Ioi (0 : ℝ), q r ^ 2 / r ^ 2
```

For a function $q$, read as an enclosed charge, this is $E_{\rm iso}=\frac12\int_0^\infty q^2/r^2\,dr$ when the integral is finite. Lean gives a divergent integral the value 0, so the general theorems below assume integrability. `Set.Ioi 0` is the open half-line $r>0$.

```lean
/-- Field energy (Gaussian units), if finite, within radius `R > 0` of a spherical charge with
enclosed charge `q r`, `r > 0`, from which a uniform unit ball of radius `R` is subtracted. -/
def cellEnergy (q : ℝ → ℝ) (R : ℝ) : ℝ :=
  1 / 2 * ∫ r in (0 : ℝ)..R, (q r - ballCharge R r) ^ 2 / r ^ 2
```

This is $E_{\rm cell}(R)=\frac12\int_0^R(q-Q_R)^2/r^2\,dr$. The background is the same uniform ball with radius $R$, subtracted. If the unit charge lies within $R$, the total is neutral and there is no field outside, so nothing is lost by stopping at $R$.

The cell is thus a single sphere: there are no periodic images, no other cell shapes and no higher multipoles.

## The charge enclosed by a uniform ball

```lean
/-- If `g` is continuous on the closed interval `[a, b]` and `f r = g r` for `a < r ≤ b`, then `f`
is integrable from `a` to `b` and has the same integral as `g`. -/
theorem integral_piece {f g : ℝ → ℝ} {a b : ℝ} (hab : a ≤ b) (hg : ContinuousOn g (Set.Icc a b))
    (h : ∀ r, a < r → r ≤ b → f r = g r) :
    IntervalIntegrable f volume a b ∧ ∫ r in a..b, f r = ∫ r in a..b, g r := by
  have e : Set.EqOn g f (Set.Ioc a b) := fun r hr => (h r hr.1 hr.2).symm
  constructor
  · rw [intervalIntegrable_iff_integrableOn_Ioc_of_le hab]
    exact (hg.integrableOn_Icc.mono_set Set.Ioc_subset_Icc_self).congr_fun e measurableSet_Ioc
  · rw [intervalIntegral.integral_of_le hab, intervalIntegral.integral_of_le hab]
    exact setIntegral_congr_fun measurableSet_Ioc e.symm
```

Suppose $g$ is continuous on $[a,b]$, both ends included, and $f=g$ for $a<r\le b$. Then $f$ is integrable on that interval, and $\int_a^bf=\int_a^bg$. The value at the lower end is irrelevant, because a single point has no length. This lets each piecewise formula be integrated shell by shell.

```lean
/-- Inside a uniform unit ball of radius `a > 0` the enclosed charge is `r³/a³`. -/
theorem ballCharge_inside {a r : ℝ} (ha : 0 < a) (hr : 0 ≤ r) (hra : r ≤ a) :
    ballCharge a r = r ^ 3 / a ^ 3 := by
  have hp := Real.pi_ne_zero
  have e := (integral_piece (f := fun s => 4 * π * s ^ 2 * ballDensity a s)
    (g := fun s => 3 / a ^ 3 * s ^ 2) hr (by fun_prop) (fun s _ h => by
      simp only [ballDensity, if_pos (h.trans hra)]
      field_simp)).2
  rw [ballCharge, e, intervalIntegral.integral_const_mul, integral_pow]
  push_cast
  ring
```

For $0\le r\le a$,

$$Q_a(r)=\int_0^r4\pi s^2\,\frac{3}{4\pi a^3}\,ds=\frac3{a^3}\int_0^rs^2ds=\frac{r^3}{a^3}.$$

The proof replaces the integrand by $3s^2/a^3$ using `integral_piece`; `field_simp` cancels the factors of $\pi$, and `integral_pow` integrates the power.

```lean
/-- At any radius `r ≥ 0` the charge enclosed by a uniform unit ball of radius `a > 0`
is the smaller of `r³/a³` and `1`. -/
theorem ballCharge_eq_min {a r : ℝ} (ha : 0 < a) (hr : 0 ≤ r) :
    ballCharge a r = min (r ^ 3 / a ^ 3) 1 := by
  rcases le_total r a with h | h
  · rw [ballCharge_inside ha hr h, min_eq_left]
    exact (div_le_one (by positivity)).2 (pow_le_pow_left₀ hr h 3)
  · have hp := Real.pi_ne_zero
    have i1 := (integral_piece (f := fun s => 4 * π * s ^ 2 * ballDensity a s)
      (g := fun s => 3 / a ^ 3 * s ^ 2) ha.le (by fun_prop) (fun s _ h => by
        simp only [ballDensity, if_pos h]
        field_simp)).1
    -- there is no charge beyond `a`
    obtain ⟨i2, e2⟩ := integral_piece (f := fun s => 4 * π * s ^ 2 * ballDensity a s)
      (g := fun _ => 0) h (by fun_prop) (fun s h _ => by
        simp only [ballDensity, if_neg (not_le_of_gt h), mul_zero])
    have e1 := ballCharge_inside ha ha.le le_rfl
    rw [ballCharge, div_self (by positivity)] at e1
    rw [ballCharge, ← intervalIntegral.integral_add_adjacent_intervals i1 i2, e1, e2,
      intervalIntegral.integral_zero, add_zero, min_eq_right]
    exact (one_le_div (by positivity)).2 (pow_le_pow_left₀ ha.le h 3)
```

For all $r\ge0$, $Q_a(r)=\min(r^3/a^3,1)$. The proof splits into two cases with `rcases`. If $r\le a$, the previous formula applies and $r^3/a^3\le1$. If $r\ge a$, the integral is split at $a$: the inner part is $a^3/a^3=1$, the outer part is zero, and $r^3/a^3\ge1$ makes the minimum equal to 1.

## Any confined spherical profile

```lean
/-- If a spherical unit charge lies within radius `a > 0` and its interior field energy is finite,
its isolated energy is the interior part plus `1/(2a)`. -/
theorem isolatedEnergy_eq {q : ℝ → ℝ} {a : ℝ} (ha : 0 < a) (hq : ∀ r, a ≤ r → q r = 1)
    (h1 : IntervalIntegrable (fun r => q r ^ 2 / r ^ 2) volume 0 a) :
    isolatedEnergy q = 1 / 2 * (∫ r in (0 : ℝ)..a, q r ^ 2 / r ^ 2) + 1 / (2 * a) := by
  have e : Set.EqOn (fun r : ℝ => r ^ (-2 : ℝ)) (fun r => q r ^ 2 / r ^ 2) (Set.Ioi a) := by
    intro r hr
    have hr' : a < r := hr
    simp only [hq r hr'.le]
    rw [Real.rpow_neg (ha.trans hr').le, Real.rpow_two]
    ring
  have i1 := (integrableOn_Ioi_rpow_of_lt (by norm_num : (-2 : ℝ) < -1) ha).congr_fun e
    measurableSet_Ioi
  have c : ∫ r in Set.Ioi a, r ^ (-2 : ℝ) = ∫ r in Set.Ioi a, q r ^ 2 / r ^ 2 :=
    setIntegral_congr_fun measurableSet_Ioi e
  rw [integral_Ioi_rpow_of_lt (by norm_num) ha, show (-2 : ℝ) + 1 = -1 by norm_num,
    Real.rpow_neg_one] at c
  have i0 := (intervalIntegrable_iff_integrableOn_Ioc_of_le ha.le).1 h1
  have d : Disjoint (Set.Ioc 0 a) (Set.Ioi a) :=
    Set.disjoint_left.2 (fun x hx hy => not_lt_of_ge hx.2 hy)
  rw [isolatedEnergy, ← Set.Ioc_union_Ioi_eq_Ioi ha.le,
    setIntegral_union d measurableSet_Ioi i0 i1, ← c, intervalIntegral.integral_of_le ha.le]
  ring
```

The hypothesis `hq` says that $q(r)=1$ for $r\ge a$: the charge is one unit and lies within $a$. A Gaussian, whose tail never ends, does not satisfy it. The hypothesis `h1` says that $q^2/r^2$ is integrable on $(0,a)$, which means a finite interior field energy and excludes a point charge. Splitting at $a$ gives

$$E_{\rm iso}=\frac12\int_0^a\frac{q^2}{r^2}dr+\frac12\int_a^\infty\frac{dr}{r^2}
=\frac12\int_0^a\frac{q^2}{r^2}dr+\frac1{2a}.$$

In the proof, `integral_Ioi_rpow_of_lt` evaluates the exterior integral, and `setIntegral_union` joins the two regions.

```lean
/-- For a unit spherical charge within radius `a`, `0 < a ≤ R`, with `q²/r²` and `q r` integrable
on `(0, a)`, the cell energy is the isolated energy minus `9/(10R)` plus a term in `1/R³`. -/
theorem cellEnergy_eq {q : ℝ → ℝ} {a R : ℝ} (ha : 0 < a) (haR : a ≤ R)
    (hq : ∀ r, a ≤ r → q r = 1)
    (h1 : IntervalIntegrable (fun r => q r ^ 2 / r ^ 2) volume 0 a)
    (h2 : IntervalIntegrable (fun r => q r * r) volume 0 a) :
    cellEnergy q R = isolatedEnergy q - 9 / (10 * R)
      + (∫ r in (0 : ℝ)..a, (1 - q r) * r) / R ^ 3 := by
  have hR := ha.trans_le haR
  have hc : ContinuousOn (fun r : ℝ => 1 / r ^ 2) (Set.Icc a R) :=
    continuousOn_const.div (continuousOn_pow 2)
      (fun r hr => pow_ne_zero 2 (ha.trans_le hr.1).ne')
  obtain ⟨iF, eF⟩ := integral_piece (f := fun r => q r ^ 2 / r ^ 2) haR hc
    (fun r h _ => by simp only [hq r h.le, one_pow])
  obtain ⟨iG, eG⟩ := integral_piece (f := fun r => q r * r) (g := fun r => r) haR
    (by fun_prop) (fun r h _ => by simp only [hq r h.le, one_mul])
  have inv : ∫ r in a..R, 1 / r ^ 2 = 1 / a - 1 / R := by
    rw [intervalIntegral.integral_eq_sub_of_hasDerivAt (f := fun r : ℝ => -r⁻¹)
      (fun r hr => by
        rw [Set.uIcc_of_le haR] at hr
        exact (hasDerivAt_inv (ha.trans_le hr.1).ne').fun_neg.congr_deriv (by ring))
      (hc.intervalIntegrable_of_Icc haR)]
    ring
  have JF := intervalIntegral.integral_add_adjacent_intervals h1 iF
  have JG := intervalIntegral.integral_add_adjacent_intervals h2 iG
  rw [eF, inv] at JF
  rw [eG, integral_id] at JG
  -- expand the square: self term, interaction with the background, background
  have e : ∫ r in (0 : ℝ)..R, (q r - ballCharge R r) ^ 2 / r ^ 2 =
      ∫ r in (0 : ℝ)..R, (q r ^ 2 / r ^ 2 - 2 / R ^ 3 * (q r * r) + 1 / R ^ 6 * r ^ 4) :=
    intervalIntegral.integral_congr (fun r hr => by
      rw [Set.uIcc_of_le hR.le] at hr
      simp only [ballCharge_inside hR hr.1 hr.2]
      rcases eq_or_ne r 0 with rfl | h
      · simp
      · field_simp
        ring)
  have i4 : IntervalIntegrable (fun r => 2 / R ^ 3 * (q r * r)) volume 0 R :=
    (h2.trans iG).const_mul _
  have i3 : IntervalIntegrable (fun r => q r ^ 2 / r ^ 2 - 2 / R ^ 3 * (q r * r)) volume 0 R :=
    (h1.trans iF).sub i4
  have i5 : IntervalIntegrable (fun r : ℝ => 1 / R ^ 6 * r ^ 4) volume 0 R :=
    Continuous.intervalIntegrable (by fun_prop) _ _
  have i6 : IntervalIntegrable (fun r : ℝ => r) volume 0 a :=
    Continuous.intervalIntegrable (by fun_prop) _ _
  have M : ∫ r in (0 : ℝ)..a, (1 - q r) * r = a ^ 2 / 2 - ∫ r in (0 : ℝ)..a, q r * r := by
    simp only [sub_mul, one_mul]
    rw [intervalIntegral.integral_sub i6 h2, integral_id]
    ring
  rw [cellEnergy, e, intervalIntegral.integral_add i3 i5,
    intervalIntegral.integral_sub (h1.trans iF) i4, intervalIntegral.integral_const_mul,
    intervalIntegral.integral_const_mul, integral_pow, ← JF, ← JG, M,
    isolatedEnergy_eq ha hq h1]
  push_cast
  field_simp
  ring
```

The new hypothesis `h2` asks that $qr$ be integrable on $(0,a)$, so that the interaction with the background is well defined. The claim, for $R\ge a$, is

$$E_{\rm cell}(R)=E_{\rm iso}-\frac9{10R}+\frac1{R^3}\int_0^a(1-q)\,r\,dr.$$

Inside the cell $Q_R(r)=r^3/R^3$, so

$$\frac{(q-Q_R)^2}{r^2}=\frac{q^2}{r^2}-\frac{2}{R^3}\,qr+\frac{r^4}{R^6}.$$

Half the integral of each term is:

- Self term: $\frac12\int_0^a\frac{q^2}{r^2}dr+\frac12\left(\frac1a-\frac1R\right)=E_{\rm iso}-\frac1{2R}$.
- Interaction: $-\frac1{R^3}\left(\int_0^aqr\,dr+\frac{R^2-a^2}2\right)=-\frac1{2R}+\frac1{R^3}\int_0^a(1-q)r\,dr$, because $\int_0^ar\,dr=a^2/2$.
- Background: $\frac1{2R^6}\cdot\frac{R^5}5=\frac1{10R}$.

Their sum is the claim.

The Lean proof has the same parts. `inv` is the integral of $1/r^2$ from $a$ to $R$; `JF` and `JG` join the inner and outer integrals of $q^2/r^2$ and $qr$; `e` expands the square; and `M` rewrites the integral of $(1-q)r$. The statements `i3` to `i6` supply the integrability needed to integrate term by term. The last `field_simp` and `ring` collect the algebra.

```lean
/-- For every unit spherical charge within a radius `a > 0`, with `q²/r²` and `q r` integrable on
`(0, a)`, the cell-size error times `R` tends to `-9/10` as `R` grows. -/
theorem leading_error_universal {q : ℝ → ℝ} {a : ℝ} (ha : 0 < a) (hq : ∀ r, a ≤ r → q r = 1)
    (h1 : IntervalIntegrable (fun r => q r ^ 2 / r ^ 2) volume 0 a)
    (h2 : IntervalIntegrable (fun r => q r * r) volume 0 a) :
    Tendsto (fun R => R * (cellEnergy q R - isolatedEnergy q)) atTop (𝓝 (-9 / 10)) := by
  have t : Tendsto (fun R : ℝ => -9 / 10 + (∫ r in (0 : ℝ)..a, (1 - q r) * r) * (R ^ 2)⁻¹)
      atTop (𝓝 (-9 / 10 + (∫ r in (0 : ℝ)..a, (1 - q r) * r) * 0)) :=
    tendsto_const_nhds.add
      ((tendsto_inv_atTop_zero.comp (tendsto_pow_atTop two_ne_zero)).const_mul _)
  rw [mul_zero, add_zero] at t
  refine t.congr' ?_
  filter_upwards [eventually_ge_atTop a] with R hR
  have h0 : R ≠ 0 := (ha.trans_le hR).ne'
  rw [cellEnergy_eq ha hR hq h1 h2]
  generalize (∫ r in (0 : ℝ)..a, (1 - q r) * r) = m
  field_simp
  ring
```

With the same hypotheses on $q$,

$$\lim_{R\to\infty}R\,\bigl(E_{\rm cell}(R)-E_{\rm iso}\bigr)=-\frac9{10}.$$

Write $m=\int_0^a(1-q)r\,dr$, which does not depend on $R$. For $R\ge a$ the previous theorem gives

$$R\,\bigl(E_{\rm cell}(R)-E_{\rm iso}\bigr)=-\frac9{10}+\frac m{R^2},$$

and the last term vanishes in the limit. Neither $a$ nor the shape of $q$ appears in the result, although $E_{\rm iso}$ itself depends on $q$.

In Lean, `Tendsto … atTop (𝓝 (-9 / 10))` is the limit as $R$ grows without bound. The statement `t` is the limit of the simplified expression, and `filter_upwards` restricts attention to $R\ge a$, where the two expressions agree.

## The uniform ball in closed form

```lean
/-- For a uniform unit ball of radius `a > 0`, `q²/r²` is integrable on `(0, a)` with
integral `1/(5a)`. -/
theorem ball_interior {a : ℝ} (ha : 0 < a) :
    IntervalIntegrable (fun r => ballCharge a r ^ 2 / r ^ 2) volume 0 a ∧
      ∫ r in (0 : ℝ)..a, ballCharge a r ^ 2 / r ^ 2 = 1 / (5 * a) := by
  obtain ⟨i, e⟩ := integral_piece (f := fun r => ballCharge a r ^ 2 / r ^ 2)
    (g := fun r => 1 / a ^ 6 * r ^ 4) ha.le (by fun_prop) (fun r h h' => by
      simp only [ballCharge_inside ha h.le h']
      field_simp)
  refine ⟨i, ?_⟩
  rw [e, intervalIntegral.integral_const_mul, integral_pow]
  push_cast
  field_simp
  ring
```

For the ball, $q=Q_a$ and the interior integrand is $(r^3/a^3)^2/r^2=r^4/a^6$. Hence

$$\int_0^a\frac{Q_a^2}{r^2}dr=\frac1{a^6}\cdot\frac{a^5}5=\frac1{5a}.$$

The theorem states both the integrability and the value, so `h1` is proved for the ball.

```lean
/-- A uniform unit ball of radius `a > 0` has isolated energy `3/(5a)`, and in a neutralizing
uniform ball of radius `R ≥ a` its energy is `3/(5a) - 9/(10R) + 3a²/(10R³)`. -/
theorem ball_energies {a R : ℝ} (ha : 0 < a) (haR : a ≤ R) :
    isolatedEnergy (ballCharge a) = 3 / (5 * a) ∧
      cellEnergy (ballCharge a) R =
        3 / (5 * a) - 9 / (10 * R) + 3 * a ^ 2 / (10 * R ^ 3) := by
  have hR := ha.trans_le haR
  have hq : ∀ r, a ≤ r → ballCharge a r = 1 := fun r h => by
    rw [ballCharge_eq_min ha (ha.le.trans h), min_eq_right]
    exact (one_le_div (by positivity)).2 (pow_le_pow_left₀ ha.le h 3)
  obtain ⟨h1, e1⟩ := ball_interior ha
  have h2 := (integral_piece (f := fun r => ballCharge a r * r)
    (g := fun r => r ^ 3 / a ^ 3 * r) ha.le (by fun_prop) (fun r h h' => by
      simp only [ballCharge_inside ha h.le h'])).1
  have iso : isolatedEnergy (ballCharge a) = 3 / (5 * a) := by
    rw [isolatedEnergy_eq ha hq h1, e1]
    field_simp
    norm_num
  -- the coefficient of `1/R³`
  have e3 := (integral_piece (f := fun r => (1 - ballCharge a r) * r)
    (g := fun r => r - 1 / a ^ 3 * r ^ 4) ha.le (by fun_prop) (fun r h h' => by
      simp only [ballCharge_inside ha h.le h']
      ring)).2
  have i1 : IntervalIntegrable (fun r : ℝ => r) volume 0 a :=
    Continuous.intervalIntegrable (by fun_prop) _ _
  have i2 : IntervalIntegrable (fun r : ℝ => 1 / a ^ 3 * r ^ 4) volume 0 a :=
    Continuous.intervalIntegrable (by fun_prop) _ _
  refine ⟨iso, ?_⟩
  rw [cellEnergy_eq ha haR hq h1 h2, iso, e3, intervalIntegral.integral_sub i1 i2,
    intervalIntegral.integral_const_mul, integral_pow, integral_id]
  push_cast
  field_simp
  ring

end

end CompensationChargeCell
```

The isolated energy is $\frac12\cdot\frac1{5a}+\frac1{2a}=\frac3{5a}$. The coefficient of $1/R^3$ is

$$\int_0^a\left(1-\frac{r^3}{a^3}\right)r\,dr=\frac{a^2}2-\frac{a^2}5=\frac{3a^2}{10}.$$

Inserting both into the general formula gives, for $0<a\le R$,

$$E_{\rm cell}(R)=\frac3{5a}-\frac9{10R}+\frac{3a^2}{10R^3}.$$

At $a=R$ the charge and its background coincide, and the three terms add to zero.

The proof obtains `hq` from the minimum formula, `h1` from `ball_interior` and `h2` from `integral_piece`. It then applies `isolatedEnergy_eq` and `cellEnergy_eq`, with `e3` supplying the integrand for the $1/R^3$ coefficient.

```lean
#print axioms CompensationChargeCell.leading_error_universal
-- 'CompensationChargeCell.leading_error_universal' depends on axioms: [propext, Classical.choice, Quot.sound]
#print axioms CompensationChargeCell.ball_energies
-- 'CompensationChargeCell.ball_energies' depends on axioms: [propext, Classical.choice, Quot.sound]
```
